# An orbitally nondegenerate spin one-half has no zero-field splitting at second order in spin–orbit coupling

Take two orbitals, 0 and 1, separated by a gap $\Delta=E_1-E_0>0$. Let the orbital angular momentum components $L_a$, with $a=0,1,2$ for $x,y,z$, have zero diagonal and

$$(L_a)_{01}=i\ell_a,\qquad (L_a)_{10}=-i\ell_a,\qquad \ell_a\in\mathbb R .$$

The coupling $V=k\sum_a L_aS_a$, with $k$ real and $S_a$ the spin matrices, takes the spin from orbital 0 to orbital 1 and back. Second-order perturbation theory gives the operator

$$\frac{V_{01}V_{10}}{E_0-E_1}=\frac{(ik\,\ell\cdot S)(-ik\,\ell\cdot S)}{-\Delta}=-\frac{k^2}{\Delta}(\ell\cdot S)^2 .$$

For spin one-half, $(\ell\cdot S)^2=|\ell|^2/4$ is a number, so both spin states shift equally. Spin one takes more than one electron, and 0 and 1 then stand for orbital states of all the electrons together. The eigenvalues of $(\ell\cdot S)^2$ are now $|\ell|^2,|\ell|^2,0$, and the levels split when $k$ and $\ell$ are nonzero.

With more orbitals, each excited one contributes such a square with its own direction $\ell$. In the code `ι` labels the finitely many orbitals and `σ` the spin states.

```lean
import Mathlib

open Matrix
open scoped Kronecker

namespace SecondOrderSpinHamiltonian

noncomputable section

variable {ι σ : Type*} [Fintype ι] [DecidableEq ι] [Fintype σ]
```

## The coupling and its second-order operator

In a basis of real orbitals, $L=-i\,r\times\nabla$ (with $\hbar=1$) has purely imaginary matrix elements. The condition on each $L_a$ is therefore $L_a^\dagger=L_a$ and $\operatorname{Re}(L_a)_{ij}=0$. No angular momentum commutation relations are assumed.

```lean
/-- A Hermitian matrix all of whose entries are purely imaginary, as for orbital angular
momentum in a basis of real orbitals. -/
def ImaginaryHermitian (A : Matrix ι ι ℂ) : Prop :=
  A.IsHermitian ∧ ∀ i j, (A i j).re = 0
```

On the product of orbital and spin space the coupling is $V=k\sum_a L_a\otimes S_a$. The constant $k$ is an energy: it stands for the strength with which the spin feels the magnetic effect of orbital motion, taken to be the same for all components and all pairs of orbitals.

```lean
/-- The spin-orbit coupling `V = k ∑ L_a S_a` on the product of orbital and spin space. -/
def coupling (k : ℝ) (L : Fin 3 → Matrix ι ι ℂ) (S : Fin 3 → Matrix σ σ ℂ) :
    Matrix (ι × σ) (ι × σ) ℂ :=
  (k : ℂ) • ∑ a, L a ⊗ₖ S a
```

Fixing the orbitals on both sides of $V$ leaves a matrix on spin space, $(V_{mn})_{st}=V_{(m,s),(n,t)}$.

```lean
/-- The spin operator `⟨m|V|n⟩` between the orbitals `m` and `n`. -/
def block (V : Matrix (ι × σ) (ι × σ) ℂ) (m n : ι) : Matrix σ σ ℂ :=
  Matrix.of fun s t => V (m, s) (n, t)
```

All spin states of orbital $o$ start at the same energy $E_o$. The second-order operator acting on them is

$$H^{(2)}=\sum_{n\ne o}\frac{V_{on}V_{no}}{E_o-E_n}.$$

This sum is taken as the definition; its derivation from the full Hamiltonian and the size of higher orders are separate questions.

```lean
/-- The second-order operator `∑ ⟨o|V|n⟩⟨n|V|o⟩ / (E_o - E_n)` over `n ≠ o`, acting on the spin
in orbital `o`; its domain is a level `o` that is not degenerate with any other. -/
def secondOrder (E : ι → ℝ) (o : ι) (V : Matrix (ι × σ) (ι × σ) ℂ) : Matrix σ σ ℂ :=
  ∑ n ∈ Finset.univ.erase o, ((E o - E n : ℝ) : ℂ)⁻¹ • (block V o n * block V n o)
```

The orbital information is to be collected in a real $3\times3$ tensor, with the gaps now written as excitation energies:

$$M_{ab}=\sum_{n\ne o}\frac{\operatorname{Re}\big[(L_a)_{on}(L_b)_{no}\big]}{E_n-E_o}.$$

```lean
/-- The real tensor `M_ab = ∑ Re(⟨o|L_a|n⟩⟨n|L_b|o⟩) / (E_n - E_o)` over `n ≠ o`; its domain is
a level `o` that is not degenerate with any other. -/
def orbitalTensor (E : ι → ℝ) (o : ι) (L : Fin 3 → Matrix ι ι ℂ) : Matrix (Fin 3) (Fin 3) ℝ :=
  Matrix.of fun a b => ∑ n ∈ Finset.univ.erase o, (L a o n * L b n o).re / (E n - E o)
```

For spin one-half the spin matrices are built from the Pauli matrices $\sigma_0,\sigma_1,\sigma_2$, in the order $x,y,z$,

```lean
/-- The three Pauli matrices. -/
def pauli : Fin 3 → Matrix (Fin 2) (Fin 2) ℂ :=
  ![!![0, 1; 1, 0], !![0, -Complex.I; Complex.I, 0], !![1, 0; 0, -1]]
```

through $S_a=\tfrac12\sigma_a$.

```lean
/-- The spin one-half matrices, half the Pauli matrices. -/
def spinHalf (a : Fin 3) : Matrix (Fin 2) (Fin 2) ℂ := (1 / 2 : ℂ) • pauli a
```

A concrete set of orbital matrices is that of $p_x,p_y,p_z$, where for example $L_z$ connects only $p_x$ and $p_y$, with elements $\mp i$.

```lean
/-- The orbital angular momentum matrices in the basis of the real orbitals p_x, p_y, p_z. -/
def pOrbital : Fin 3 → Matrix (Fin 3) (Fin 3) ℂ :=
  ![!![0, 0, 0; 0, 0, -Complex.I; 0, Complex.I, 0],
    !![0, 0, Complex.I; 0, 0, 0; -Complex.I, 0, 0],
    !![0, -Complex.I, 0; Complex.I, 0, 0; 0, 0, 0]]
```

## Real products from imaginary matrices

The entries of a Kronecker product are products of entries, so

$$V_{mn}=k\sum_a (L_a)_{mn}S_a .$$

The proof compares the two sides entry by entry.

```lean
omit [Fintype ι] [DecidableEq ι] [Fintype σ] in
/-- Between two orbitals the coupling acts on the spin as `k ∑ ⟨m|L_a|n⟩ S_a`. -/
theorem block_coupling (k : ℝ) (L : Fin 3 → Matrix ι ι ℂ) (S : Fin 3 → Matrix σ σ ℂ)
    (m n : ι) : block (coupling k L S) m n = (k : ℂ) • ∑ a, L a m n • S a := by
  ext s t
  simp [block, coupling, Matrix.sum_apply, Matrix.kroneckerMap_apply]
```

Hermiticity gives $A_{ji}=\overline{A_{ij}}$, and conjugating an imaginary number changes its sign. Hence $A_{ji}=-A_{ij}$. With $i=j$ this makes the diagonal vanish, so the first-order block $V_{oo}$ is zero.

```lean
omit [Fintype ι] [DecidableEq ι] in
/-- An imaginary Hermitian matrix is antisymmetric. -/
theorem ImaginaryHermitian.swap {A : Matrix ι ι ℂ} (h : ImaginaryHermitian A) (i j : ι) :
    A j i = -A i j :=
  (h.1.apply j i).symm.trans (Complex.ext (by simp [h.2 i j]) (by simp))
```

Write $A_{on}=i\alpha$ and $B_{on}=i\beta$ with $\alpha,\beta$ real. Antisymmetry gives

$$A_{on}B_{no}=(i\alpha)(-i\beta)=\alpha\beta .$$

The code first uses `hB.swap o n` to reverse the second factor, then compares real and imaginary parts.

```lean
omit [Fintype ι] [DecidableEq ι] in
/-- For imaginary Hermitian matrices the product `⟨o|A|n⟩⟨n|B|o⟩` is real. -/
theorem product_real {A B : Matrix ι ι ℂ} (hA : ImaginaryHermitian A)
    (hB : ImaginaryHermitian B) (o n : ι) :
    A o n * B n o = (((A o n).im * (B o n).im : ℝ) : ℂ) := by
  rw [hB.swap o n]
  apply Complex.ext <;> simp [hA.2 o n, hB.2 o n]
```

With $\ell_a^{(n)}=\operatorname{Im}(L_a)_{on}$, the tensor becomes

$$M_{ab}=\sum_{n\ne o}\frac{\ell_a^{(n)}\ell_b^{(n)}}{E_n-E_o}.$$

```lean
/-- For imaginary Hermitian `L_a`, the entry `M_ab` is the sum over `n ≠ o` of the products of the
imaginary parts of `⟨o|L_a|n⟩` and `⟨o|L_b|n⟩`, each divided by `E_n - E_o`. -/
theorem orbitalTensor_apply (E : ι → ℝ) (o : ι) {L : Fin 3 → Matrix ι ι ℂ}
    (hL : ∀ a, ImaginaryHermitian (L a)) (a b : Fin 3) :
    orbitalTensor E o L a b =
      ∑ n ∈ Finset.univ.erase o, (L a o n).im * (L b o n).im / (E n - E o) := by
  simp only [orbitalTensor, Matrix.of_apply, product_real (hL a) (hL b), Complex.ofReal_re]
```

## The spin Hamiltonian

Let $o$ lie strictly below every other orbital. The last formula is symmetric in $a$ and $b$, and for real $x$

$$x^{\mathsf T}Mx=\sum_{n\ne o}\frac{\big(\sum_a x_a\ell_a^{(n)}\big)^2}{E_n-E_o}\ge0,$$

so $M$ is positive semidefinite. For the operator, one excited orbital contributes

$$\frac{V_{on}V_{no}}{E_o-E_n}
=\frac{k^2}{E_o-E_n}\sum_{a,b}(L_a)_{on}(L_b)_{no}S_aS_b
=-k^2\sum_{a,b}\frac{\ell_a^{(n)}\ell_b^{(n)}}{E_n-E_o}S_aS_b .$$

Summing over $n$ gives

$$H^{(2)}=-k^2\sum_{a,b}M_{ab}S_aS_b .$$

The theorem states both conclusions, for any finite set of orbitals containing $o$ and any three complex square matrices `S a` of equal size. In the proof, `hq` is the sum of squares and `key` is the contribution of one orbital; the final lines exchange the sum over $n$ with those over $a$ and $b$. The order of the levels, `hE`, is used only for the sign of the gaps in the positivity part.

```lean
/-- If orbital `o` lies strictly lowest and the `L_a` are imaginary Hermitian, the second-order
operator on `o` is `-k² ∑ M_ab S_a S_b` with `M` real and positive semidefinite. -/
theorem secondOrder_eq_spinHamiltonian (k : ℝ) {E : ι → ℝ} {o : ι}
    (hE : ∀ n, n ≠ o → E o < E n) {L : Fin 3 → Matrix ι ι ℂ}
    (hL : ∀ a, ImaginaryHermitian (L a)) (S : Fin 3 → Matrix σ σ ℂ) :
    (orbitalTensor E o L).PosSemidef ∧
      secondOrder E o (coupling k L S) =
        (-(k : ℂ) ^ 2) • ∑ a, ∑ b, (orbitalTensor E o L a b : ℂ) • (S a * S b) := by
  constructor
  · refine Matrix.PosSemidef.of_dotProduct_mulVec_nonneg
      (Matrix.IsHermitian.ext fun a b => ?_) fun x => ?_
    · rw [star_trivial, orbitalTensor_apply E o hL, orbitalTensor_apply E o hL]
      exact Finset.sum_congr rfl fun n _ => by ring
    · -- the quadratic form is a sum of squares over positive gaps
      have hq : x ⬝ᵥ (orbitalTensor E o L *ᵥ x) = ∑ n ∈ Finset.univ.erase o,
          (x 0 * (L 0 o n).im + x 1 * (L 1 o n).im + x 2 * (L 2 o n).im) ^ 2
            / (E n - E o) := by
        simp only [dotProduct, Matrix.mulVec, Fin.sum_univ_three, orbitalTensor_apply E o hL,
          Finset.mul_sum, Finset.sum_mul, ← Finset.sum_add_distrib]
        exact Finset.sum_congr rfl fun n _ => by ring
      rw [star_trivial, hq]
      exact Finset.sum_nonneg fun n hn => div_nonneg (sq_nonneg _)
        (sub_nonneg.2 (hE n (Finset.ne_of_mem_erase hn)).le)
  · -- contribution of one excited orbital
    have key : ∀ n, ((E o - E n : ℝ) : ℂ)⁻¹ •
        (((k : ℂ) • ∑ a, L a o n • S a) * ((k : ℂ) • ∑ b, L b n o • S b)) =
        (-(k : ℂ) ^ 2) • ∑ a, ∑ b,
          (((L a o n).im * (L b o n).im / (E n - E o) : ℝ) : ℂ) • (S a * S b) := by
      intro n
      have hinv : ((E o - E n : ℝ) : ℂ)⁻¹ = -((E n - E o : ℝ) : ℂ)⁻¹ := by
        rw [← neg_sub (E n) (E o), Complex.ofReal_neg, inv_neg]
      rw [hinv]
      simp only [Matrix.smul_mul, Matrix.mul_smul, Finset.sum_mul_sum, Finset.smul_sum,
        smul_smul]
      refine Finset.sum_congr rfl fun a _ => Finset.sum_congr rfl fun b _ => ?_
      congr 1
      rw [Complex.ofReal_div, ← product_real (hL a) (hL b)]
      ring
    simp only [secondOrder, block_coupling, key, orbitalTensor_apply E o hL,
      Complex.ofReal_sum, Finset.sum_smul]
    rw [← Finset.smul_sum]
    congr 1
    exact Finset.sum_comm.trans (Finset.sum_congr rfl fun a _ => Finset.sum_comm)
```

In electron paramagnetic resonance, an operator of this form describes a spin–orbit contribution to the zero-field splitting. The model here has finitely many orbitals, a single coupling constant and the same spin in every level. It leaves out excited states of different total spin, which can also contribute in many-electron systems, and the direct spin–spin interaction.

## Only the trace survives for spin one-half

The Pauli matrices satisfy

$$\sigma_a\sigma_b+\sigma_b\sigma_a=2\delta_{ab}\mathbf 1 .$$

The code goes through all pairs $a,b$ and all matrix entries.

```lean
/-- Distinct Pauli matrices anticommute, and each squares to the identity. -/
theorem pauli_anticomm (a b : Fin 3) :
    pauli a * pauli b + pauli b * pauli a = if a = b then (2 : ℂ) • 1 else 0 := by
  fin_cases a <;> fin_cases b <;> ext i j <;> fin_cases i <;> fin_cases j <;>
    norm_num [pauli, Matrix.mul_apply, Fin.sum_univ_two]
```

Hence $S_aS_b+S_bS_a=\tfrac12\delta_{ab}\mathbf 1$. Because $M$ is symmetric, the products can be paired:

$$H^{(2)}=-\frac{k^2}{2}\sum_{a,b}M_{ab}(S_aS_b+S_bS_a)
=-\frac{k^2}{4}\operatorname{tr}M\;\mathbf 1 .$$

Each diagonal entry of $M$ is a sum of squares over positive gaps, so $\operatorname{tr}M\ge0$: the common shift is downward or zero. However anisotropic $M$ may be, the two spin states remain degenerate at this order. Higher orders do not split them either: the coupling is even under time reversal, and Kramers' theorem applies.

The proof starts from the general spin Hamiltonian and reads the symmetry `hs` off positive semidefiniteness. The facts `h0` to `h12` are the six anticommutators, and `linear_combination` adds them with the weights of the formula above. The weight contains $1/8$ on the diagonal, where the anticommutator is $2\sigma_a^2$, and $1/4$ off it.

```lean
/-- No zero-field splitting for spin one-half: if orbital `o` lies strictly lowest and the `L_a`
are imaginary Hermitian, the second-order operator is the scalar `-k² tr M / 4`, and
`tr M` is nonnegative. -/
theorem spinHalf_no_splitting (k : ℝ) {E : ι → ℝ} {o : ι}
    (hE : ∀ n, n ≠ o → E o < E n) {L : Fin 3 → Matrix ι ι ℂ}
    (hL : ∀ a, ImaginaryHermitian (L a)) :
    0 ≤ (orbitalTensor E o L).trace ∧
      secondOrder E o (coupling k L spinHalf) =
        (-(k : ℂ) ^ 2 * ((orbitalTensor E o L).trace : ℂ) / 4) • 1 := by
  obtain ⟨hM, hH⟩ := secondOrder_eq_spinHamiltonian k hE hL spinHalf
  constructor
  · refine Finset.sum_nonneg fun a _ => ?_
    rw [Matrix.diag_apply, orbitalTensor_apply E o hL]
    exact Finset.sum_nonneg fun n hn => div_nonneg (mul_self_nonneg _)
      (sub_nonneg.2 (hE n (Finset.ne_of_mem_erase hn)).le)
  · rw [hH]
    generalize orbitalTensor E o L = M at hM
    have hs : ∀ a b, M a b = M b a := fun a b => by
      simpa using (hM.1.apply a b).symm
    have h0 := (pauli_anticomm 0 0).trans (if_pos rfl)
    have h1 := (pauli_anticomm 1 1).trans (if_pos rfl)
    have h2 := (pauli_anticomm 2 2).trans (if_pos rfl)
    have h01 := (pauli_anticomm 0 1).trans (if_neg (by decide))
    have h02 := (pauli_anticomm 0 2).trans (if_neg (by decide))
    have h12 := (pauli_anticomm 1 2).trans (if_neg (by decide))
    -- symmetry of M pairs the products into anticommutators
    simp only [spinHalf, Fin.sum_univ_three, Matrix.smul_mul, Matrix.mul_smul, Matrix.trace,
      Matrix.diag_apply, Complex.ofReal_add, hs 1 0, hs 2 0, hs 2 1]
    linear_combination (norm := module) (-(k : ℂ) ^ 2 * (M 0 0 : ℂ) / 8) • h0 +
      (-(k : ℂ) ^ 2 * (M 1 1 : ℂ) / 8) • h1 + (-(k : ℂ) ^ 2 * (M 2 2 : ℂ) / 8) • h2 +
      (-(k : ℂ) ^ 2 * (M 0 1 : ℂ) / 4) • h01 + (-(k : ℂ) ^ 2 * (M 0 2 : ℂ) / 4) • h02 +
      (-(k : ℂ) ^ 2 * (M 1 2 : ℂ) / 4) • h12
```

## Hermitian orbital matrices alone are not enough

Suppose the $L_a$ are required only to be Hermitian. Take two orbitals with $E_0=0$, $E_1=1$, set $k=1$, and choose

$$L_0=\begin{pmatrix}0&1\\1&0\end{pmatrix},\qquad
L_1=\begin{pmatrix}0&-i\\i&0\end{pmatrix},\qquad L_2=0 .$$

For spin one-half the blocks are $V_{01}=S_0-iS_1=S_-$ and $V_{10}=S_0+iS_1=S_+$, so on orbital 0

$$H^{(2)}=-S_-S_+=\begin{pmatrix}0&0\\0&-1\end{pmatrix}.$$

The two spin states now differ in energy. The product $(L_0)_{01}(L_1)_{10}=i$ is not real, and it leaves a term linear in $S_2$, as a magnetic field along $z$ would. Physically, the real matrix $L_0$ is even under time reversal while the spin is odd, so this coupling breaks time-reversal symmetry. This two-level calculation is done by hand and is not part of the Lean code.

## An anisotropic tensor from the p orbitals

Give $p_x,p_y,p_z$ the energies $0,1,2$, so that $p_x$ is lowest. It is connected to $p_y$ only by $L_z$, across a gap of 1, and to $p_z$ only by $L_y$, across a gap of 2. Each connecting element has modulus 1, hence

$$M=\operatorname{diag}\left(0,\tfrac12,1\right).$$

The code checks the hypotheses on the matrices and energies, then evaluates the sum over the two excited orbitals. Here $\operatorname{tr}M=\tfrac32$, and a spin one-half is shifted by $-\tfrac38k^2$ without splitting, although the three diagonal entries all differ.

```lean
/-- The p orbitals with energies 0, 1, 2 have imaginary Hermitian `L_a` and a strictly lowest
level, and their tensor `M` is diagonal with entries 0, 1/2, 1. -/
theorem pOrbital_witness :
    (∀ a, ImaginaryHermitian (pOrbital a)) ∧
      (∀ n : Fin 3, n ≠ 0 → (![0, 1, 2] : Fin 3 → ℝ) 0 < (![0, 1, 2] : Fin 3 → ℝ) n) ∧
      orbitalTensor ![0, 1, 2] 0 pOrbital = Matrix.diagonal ![0, 1 / 2, 1] := by
  refine ⟨fun a => ⟨Matrix.IsHermitian.ext fun i j => ?_, fun i j => ?_⟩, fun n hn => ?_, ?_⟩
  · fin_cases a <;> fin_cases i <;> fin_cases j <;> simp [pOrbital]
  · fin_cases a <;> fin_cases i <;> fin_cases j <;> simp [pOrbital]
  · fin_cases n <;> simp at hn ⊢
  · have h : Finset.univ.erase (0 : Fin 3) = {1, 2} := by decide
    ext a b
    simp only [orbitalTensor, Matrix.of_apply, h,
      Finset.sum_pair (show (1 : Fin 3) ≠ 2 by decide)]
    fin_cases a <;> fin_cases b <;> simp [pOrbital]

end

end SecondOrderSpinHamiltonian
```

```lean
#print axioms SecondOrderSpinHamiltonian.spinHalf_no_splitting
```

```
'SecondOrderSpinHamiltonian.spinHalf_no_splitting' depends on axioms: [propext, Classical.choice, Quot.sound]
```
